# A radial PAW reconstruction from differentiable functions has no kink when its partial waves match in value and slope

## Restoring the wave function near a nucleus

After a projector augmented-wave (PAW) calculation, the all-electron wave function near an atom is rebuilt from the smooth one: inside the augmentation radius $r_c$, one adds partial waves $\phi_i$ and subtracts their smooth counterparts $\tilde\phi_i$, with coefficients $c_i$. The two regions have to join without a kink, since a jump in slope would put a delta function into the second derivative and so into the kinetic-energy operator's action. For a single radial function and finitely many partial waves, matching each pair in value and slope at $r_c$ is enough.

Write $f$ for the smooth function, usually called $\tilde\psi$, and

$$a(r)=\sum_i c_i\,(\phi_i(r)-\tilde\phi_i(r)),\qquad
R(r)=\begin{cases} f(r)+a(r), & r<r_c\\ f(r), & r\ge r_c.\end{cases}$$

## Equal slopes from both sides

Let all functions be differentiable, with $\phi_i(r_c)=\tilde\phi_i(r_c)$ and $\phi_i'(r_c)=\tilde\phi_i'(r_c)$. Differentiating the finite sum term by term gives $a'=\sum_i c_i(\phi_i'-\tilde\phi_i')$, so $a(r_c)=a'(r_c)=0$ for any coefficients. Hence $R(r_c)=f(r_c)$, and for $h<0$

$$\frac{R(r_c+h)-R(r_c)}{h}=\frac{f(r_c+h)-f(r_c)}{h}+\frac{a(r_c+h)-a(r_c)}{h}\to f'(r_c)+0 .$$

For $h>0$ only the first quotient is present, with the same limit. So $R'(r_c)=f'(r_c)$.

Any other radius has a neighbourhood in which $R$ is one of its two branches. Therefore $R'=f'+a'$ for $r<r_c$ and $R'=f'$ for $r\ge r_c$: the derivative is the reconstruction built from the derivatives.

## Higher orders of matching

Suppose all functions are $n$ times continuously differentiable and each pair agrees at $r_c$ in derivatives $0$ to $n$. For $n=0$, $a(r_c)=0$ makes $R$ continuous. For the step to $n+1$, $R'$ is a reconstruction from functions that match to order $n$, so it is $n$ times continuously differentiable, and $R$ gains one order.

Value and slope alone do not secure a second derivative. With $f=0$, $\phi=(r-r_c)^2$, $\tilde\phi=0$ and $c=1$, $R'$ is $2(r-r_c)$ inside and $0$ outside, with slopes $2$ and $0$ at $r_c$. Here $c$ is chosen freely; in PAW it comes from a projector applied to $f$, which gives $0$ for $f=0$. The next example also has a jump in the second derivative, with coefficients that projectors do give.

## Two partial waves in numbers

Take $r_c=1$, $f=r$, and the pairs $\phi_1=r^2$, $\tilde\phi_1=2r-1$ and $\phi_2=r^3$, $\tilde\phi_2=3r-2$. Both match in value and slope at $1$. Since $f=2\tilde\phi_1-\tilde\phi_2$, projectors $p_i$ that vanish outside $r_c$ and satisfy $\langle p_i|\tilde\phi_j\rangle=\delta_{ij}$ give $c_1=2$ and $c_2=-1$. Then

$$a(r)=2(r-1)^2-(r-1)^2(r+2)=-r(r-1)^2 .$$

At $r=0.5$, $R=0.5-0.125=0.375$. At $r=1$ the slope is $1$ from both sides, while the second derivative jumps from $-2$ to $0$.

## The statement in Lean

`augmentation` is $a$, `reconstruct` is $R$, and `φt` is $\tilde\phi$. Values lie in `𝕜`, which is ℝ or ℂ; the finite type `ι` labels the partial waves. The hypotheses `hv` and `hs` state the matching in value and slope, which is imposed when the partial waves are constructed. The coefficients `c` are arbitrary numbers, whereas PAW obtains them from projectors.

`differentiable_reconstruct` gives differentiability at every real $r$, negative values included, and the slope $f'(r_c)$ at $r_c$. `contDiff_reconstruct` treats order $n$, and `no_second_derivative` is the quadratic example. Passing from this radial function to a three-dimensional orbital, with its angular factors and several atoms, is a further step.

```lean
import Mathlib

open Set Filter Topology

namespace PAWReconstruction

noncomputable section

variable {𝕜 ι : Type*} [RCLike 𝕜] [Fintype ι]

/-- The augmentation `∑ i, c i (φ i - φt i)`: partial waves minus their smooth counterparts,
weighted by the coefficients `c i`. -/
def augmentation (φ φt : ι → ℝ → 𝕜) (c : ι → 𝕜) (r : ℝ) : 𝕜 :=
  ∑ i, c i * (φ i r - φt i r)

/-- The PAW reconstruction: the smooth function `f` plus the augmentation inside the radius `rc`,
and `f` alone from `rc` outwards. -/
def reconstruct (rc : ℝ) (f : ℝ → 𝕜) (φ φt : ι → ℝ → 𝕜) (c : ι → 𝕜) (r : ℝ) : 𝕜 :=
  if r < rc then f r + augmentation φ φt c r else f r

/-- The augmentation vanishes at a radius where each partial wave equals its smooth
counterpart. -/
theorem augmentation_eq_zero {φ φt : ι → ℝ → 𝕜} (c : ι → 𝕜) {r : ℝ}
    (h : ∀ i, φ i r = φt i r) : augmentation φ φt c r = 0 := by
  simp [augmentation, h]

/-- If the partial waves and their smooth counterparts are all differentiable at `r`, the derivative
of the augmentation at `r` is the augmentation built from the derivatives. -/
theorem hasDerivAt_augmentation {φ φt : ι → ℝ → 𝕜} (c : ι → 𝕜) {r : ℝ}
    (hφ : ∀ i, DifferentiableAt ℝ (φ i) r) (hφt : ∀ i, DifferentiableAt ℝ (φt i) r) :
    HasDerivAt (augmentation φ φt c)
      (augmentation (fun i => deriv (φ i)) (fun i => deriv (φt i)) c r) r := by
  change HasDerivAt (fun x => ∑ i, c i * (φ i x - φt i x))
    (∑ i, c i * (deriv (φ i) r - deriv (φt i) r)) r
  exact HasDerivAt.fun_sum fun i _ =>
    ((hφ i).hasDerivAt.fun_sub (hφt i).hasDerivAt).const_mul (c i)

/-- If all functions are differentiable at `rc` and each pair of partial waves agrees there in
value and slope, the reconstruction has the derivative of `f` at `rc`. -/
theorem hasDerivAt_reconstruct_radius {rc : ℝ} {f : ℝ → 𝕜} {φ φt : ι → ℝ → 𝕜} (c : ι → 𝕜)
    (hf : DifferentiableAt ℝ f rc) (hφ : ∀ i, DifferentiableAt ℝ (φ i) rc)
    (hφt : ∀ i, DifferentiableAt ℝ (φt i) rc) (hv : ∀ i, φ i rc = φt i rc)
    (hs : ∀ i, deriv (φ i) rc = deriv (φt i) rc) :
    HasDerivAt (reconstruct rc f φ φt c) (deriv f rc) rc := by
  -- the inner branch has slope `f' + 0` at the radius
  have hin : HasDerivAt (fun x => f x + augmentation φ φt c x) (deriv f rc) rc := by
    have h := hf.hasDerivAt.fun_add (hasDerivAt_augmentation c hφ hφt)
    rwa [augmentation_eq_zero (φ := fun i => deriv (φ i)) c hs, add_zero] at h
  have hrc : reconstruct rc f φ φt c rc = f rc := if_neg (lt_irrefl rc)
  have hrc' : reconstruct rc f φ φt c rc = f rc + augmentation φ φt c rc := by
    rw [hrc, augmentation_eq_zero c hv, add_zero]
  have hL : HasDerivWithinAt (reconstruct rc f φ φt c) (deriv f rc) (Iic rc) rc := by
    refine hin.hasDerivWithinAt.congr (fun x hx => ?_) hrc'
    rcases lt_or_eq_of_le (mem_Iic.1 hx) with h | h
    · exact if_pos h
    · rw [h]; exact hrc'
  have hR : HasDerivWithinAt (reconstruct rc f φ φt c) (deriv f rc) (Ici rc) rc :=
    hf.hasDerivAt.hasDerivWithinAt.congr
      (fun x hx => if_neg (not_lt.2 (mem_Ici.1 hx))) hrc
  -- the two half-lines cover the whole line
  have h := hL.union hR
  rwa [Iic_union_Ici, hasDerivWithinAt_univ] at h

/-- For differentiable functions whose partial-wave pairs agree in value and slope at `rc`, the
derivative of the reconstruction is, at every radius, the reconstruction of the derivatives. -/
theorem hasDerivAt_reconstruct {rc : ℝ} {f : ℝ → 𝕜} {φ φt : ι → ℝ → 𝕜} (c : ι → 𝕜)
    (hf : Differentiable ℝ f) (hφ : ∀ i, Differentiable ℝ (φ i))
    (hφt : ∀ i, Differentiable ℝ (φt i)) (hv : ∀ i, φ i rc = φt i rc)
    (hs : ∀ i, deriv (φ i) rc = deriv (φt i) rc) (r : ℝ) :
    HasDerivAt (reconstruct rc f φ φt c)
      (reconstruct rc (deriv f) (fun i => deriv (φ i)) (fun i => deriv (φt i)) c r) r := by
  rcases lt_trichotomy r rc with h | h | h
  · rw [reconstruct, if_pos h]
    refine ((hf r).hasDerivAt.fun_add (hasDerivAt_augmentation c (fun i => hφ i r)
      (fun i => hφt i r))).congr_of_eventuallyEq ?_
    filter_upwards [Iio_mem_nhds h] with x hx
    exact if_pos hx
  · subst h
    rw [reconstruct, if_neg (lt_irrefl r)]
    exact hasDerivAt_reconstruct_radius c (hf r) (fun i => hφ i r) (fun i => hφt i r) hv hs
  · rw [reconstruct, if_neg (not_lt.2 h.le)]
    refine (hf r).hasDerivAt.congr_of_eventuallyEq ?_
    filter_upwards [Ioi_mem_nhds h] with x hx
    exact if_neg (not_lt.2 (le_of_lt hx))

/-- For differentiable functions whose partial-wave pairs agree in value and slope at `rc`, the
PAW reconstruction is differentiable everywhere and has slope `f'(rc)` at `rc`, whatever the
coefficients. -/
theorem differentiable_reconstruct {rc : ℝ} {f : ℝ → 𝕜} {φ φt : ι → ℝ → 𝕜} (c : ι → 𝕜)
    (hf : Differentiable ℝ f) (hφ : ∀ i, Differentiable ℝ (φ i))
    (hφt : ∀ i, Differentiable ℝ (φt i)) (hv : ∀ i, φ i rc = φt i rc)
    (hs : ∀ i, deriv (φ i) rc = deriv (φt i) rc) :
    Differentiable ℝ (reconstruct rc f φ φt c) ∧
      deriv (reconstruct rc f φ φt c) rc = deriv f rc :=
  ⟨fun r => (hasDerivAt_reconstruct c hf hφ hφt hv hs r).differentiableAt,
    (hasDerivAt_reconstruct_radius c (hf rc) (fun i => hφ i rc) (fun i => hφt i rc) hv hs).deriv⟩

/-- If all functions are `n` times continuously differentiable and each pair of partial waves
agrees at `rc` in all derivatives of order `0` to `n`, the reconstruction is `n` times
continuously differentiable. -/
theorem contDiff_reconstruct {rc : ℝ} (c : ι → 𝕜) (n : ℕ) {f : ℝ → 𝕜} {φ φt : ι → ℝ → 𝕜}
    (hf : ContDiff ℝ n f) (hφ : ∀ i, ContDiff ℝ n (φ i)) (hφt : ∀ i, ContDiff ℝ n (φt i))
    (hm : ∀ k ≤ n, ∀ i, iteratedDeriv k (φ i) rc = iteratedDeriv k (φt i) rc) :
    ContDiff ℝ n (reconstruct rc f φ φt c) := by
  induction n generalizing f φ φt with
  | zero =>
    have hv : ∀ i, φ i rc = φt i rc := fun i => by simpa using hm 0 le_rfl i
    have ha : Continuous (augmentation φ φt c) :=
      continuous_finsetSum _ fun i _ =>
        continuous_const.mul ((hφ i).continuous.sub (hφt i).continuous)
    have he : reconstruct rc f φ φt c =
        fun r => if rc ≤ r then f r else f r + augmentation φ φt c r := by
      funext r
      by_cases h : rc ≤ r
      · rw [reconstruct, if_neg (not_lt.2 h), if_pos h]
      · rw [reconstruct, if_pos (not_le.1 h), if_neg h]
    rw [Nat.cast_zero, contDiff_zero, he]
    refine Continuous.if_le hf.continuous (hf.continuous.add ha) continuous_const
      continuous_id (fun r hr => ?_)
    have hr' : rc = r := hr
    rw [← hr', augmentation_eq_zero c hv, add_zero]
  | succ n ih =>
    have key : ∀ g : ℝ → 𝕜, ContDiff ℝ ((n + 1 : ℕ) : WithTop ENat) g ↔
        Differentiable ℝ g ∧ ContDiff ℝ n (deriv g) := by
      intro g
      rw [Nat.cast_add, Nat.cast_one, contDiff_succ_iff_deriv]
      simp
    have hv : ∀ i, φ i rc = φt i rc := fun i => by simpa using hm 0 (by omega) i
    have hs : ∀ i, deriv (φ i) rc = deriv (φt i) rc := fun i => by
      simpa [iteratedDeriv_one] using hm 1 (by omega) i
    have hd := hasDerivAt_reconstruct c ((key f).1 hf).1 (fun i => ((key _).1 (hφ i)).1)
      (fun i => ((key _).1 (hφt i)).1) hv hs
    -- the derivative is again a reconstruction, with one order of matching less
    refine (key _).2 ⟨fun r => (hd r).differentiableAt, ?_⟩
    rw [funext fun r => (hd r).deriv]
    refine ih ((key f).1 hf).2 (fun i => ((key _).1 (hφ i)).2)
      (fun i => ((key _).1 (hφt i)).2) (fun k hk i => ?_)
    have h := hm (k + 1) (by omega) i
    rwa [iteratedDeriv_succ', iteratedDeriv_succ'] at h

/-- A single partial wave `(r - rc)²`. -/
def quadraticWave (rc : ℝ) : Fin 1 → ℝ → ℝ := fun _ r => (r - rc) ^ 2

/-- With `f = 0`, the partial wave `(r - rc)²`, smooth counterpart zero and coefficient one, the
reconstruction is differentiable everywhere but has no second derivative at `rc`. -/
theorem no_second_derivative (rc : ℝ) :
    Differentiable ℝ (reconstruct rc (fun _ => 0) (quadraticWave rc) (fun _ _ => 0)
      (fun _ => 1)) ∧
    ¬ DifferentiableAt ℝ (deriv (reconstruct rc (fun _ => 0) (quadraticWave rc)
      (fun _ _ => 0) (fun _ => 1))) rc := by
  have hq : ∀ (i : Fin 1) (r : ℝ), HasDerivAt (quadraticWave rc i) (2 * (r - rc)) r := by
    intro i r
    change HasDerivAt (fun x : ℝ => (x - rc) ^ 2) (2 * (r - rc)) r
    simpa using ((hasDerivAt_id' r).sub_const rc).fun_pow 2
  have hd := hasDerivAt_reconstruct (rc := rc) (f := fun _ => (0 : ℝ)) (φ := quadraticWave rc)
    (φt := fun _ _ => 0) (fun _ => 1) (differentiable_const 0)
    (fun i r => (hq i r).differentiableAt) (fun _ => differentiable_const 0)
    (fun i => by simp [quadraticWave]) (fun i => by rw [(hq i rc).deriv]; simp)
  refine ⟨fun r => (hd r).differentiableAt, fun h => ?_⟩
  have hg : ∀ r, deriv (reconstruct rc (fun _ => 0) (quadraticWave rc) (fun _ _ => 0)
      (fun _ => 1)) r = if r < rc then 2 * (r - rc) else 0 := by
    intro r
    rw [(hd r).deriv]
    simp [reconstruct, augmentation, (hq _ r).deriv]
  -- the first derivative has slope 2 from the left and slope 0 from the right
  have hL := ((((hasDerivAt_id' rc).sub_const rc).const_mul 2).hasDerivWithinAt
    (s := Iic rc)).congr (fun x hx => (hg x).trans (by
      split_ifs with hlt
      · rfl
      · have : x = rc := le_antisymm hx (not_lt.1 hlt)
        simp [this])) ((hg rc).trans (by simp))
  have hR := ((hasDerivAt_const rc (0 : ℝ)).hasDerivWithinAt (s := Ici rc)).congr
    (fun x hx => (hg x).trans (if_neg (not_lt.2 hx))) ((hg rc).trans (by simp))
  have e2 := (uniqueDiffOn_Iic rc rc (mem_Iic.2 le_rfl)).eq_deriv _
    h.hasDerivAt.hasDerivWithinAt hL
  have e0 := (uniqueDiffOn_Ici rc rc (mem_Ici.2 le_rfl)).eq_deriv _
    h.hasDerivAt.hasDerivWithinAt hR
  linarith

end

end PAWReconstruction
```

```lean
#print axioms PAWReconstruction.differentiable_reconstruct
#print axioms PAWReconstruction.contDiff_reconstruct
#print axioms PAWReconstruction.no_second_derivative
```

```
'PAWReconstruction.differentiable_reconstruct' depends on axioms: [propext, Classical.choice, Quot.sound]
'PAWReconstruction.contDiff_reconstruct' depends on axioms: [propext, Classical.choice, Quot.sound]
'PAWReconstruction.no_second_derivative' depends on axioms: [propext, Classical.choice, Quot.sound]
```

## From one-sided slopes to the theorems

`augmentation_eq_zero` serves twice: applied to the functions it gives $a(r_c)=0$, applied to their derivatives $a'(r_c)=0$. `hasDerivAt_augmentation` is the term-by-term differentiation.

In `hasDerivAt_reconstruct_radius`, `hL` and `hR` are the left and right limits, each obtained by replacing $R$ with the branch it equals on that half-line. Their union is the whole line, which yields the ordinary derivative.

`hasDerivAt_reconstruct` splits into $r<r_c$, $r=r_c$ and $r>r_c$; the outer cases use agreement with one branch near $r$. `differentiable_reconstruct` collects these results.

`contDiff_reconstruct` is the induction on $n$. Its statement `key` splits $n+1$ orders into differentiability and $n$ orders for the derivative, and the induction hypothesis is then applied to the derivatives.

In `no_second_derivative`, `hg` computes $R'$. If $R'$ were differentiable at $r_c$, uniqueness of one-sided derivatives would make its slope both $2$ and $0$, a contradiction that `linarith` closes.
